# The two-thirds bandwidth rule for products of fields on a one-dimensional grid

## Cutting the beams before a slice

A multislice simulation of electron scattering multiplies the wave by the transmission function of a slice, point by point on a real-space grid. Both factors are commonly band-limited first, to two thirds of the highest spatial frequency that the grid can carry. If any beam exactly at the cut-off is removed as well, the product is free of aliasing inside the band. The result below establishes this for a single product on a one-dimensional periodic grid.

Suppose that the grid has $N$ points and the cell has period $A$. Beam $k$ is the plane wave of spatial frequency $k/A$, and the grid's limit is $k=N/2$. If both factors contain only beams with $|k|\le K$, their product contains beams up to $2K$. A beam beyond the limit does not disappear: on the grid it is indistinguishable from a beam whose index differs by $N$. Strong scattering to a high angle can therefore reappear as a false amplitude at a low angle, or on the opposite side of the pattern.

## The condition $3K<N$

Let $a(k)$ and $b(k)$ be the beam amplitudes of the two factors. The exact product has the amplitudes

$$(a*b)(n)=\sum_{j\in\mathbb Z}a(j)\,b(n-j).$$

The grid gives instead the cyclic convolution $(a\circledast b)(n)$, in which indices are added modulo $N$. For $2K<N$, the two agree at every $|n|\le K$, for all $a$ and $b$ supported on $[-K,K]$, if and only if $3K<N$. Equivalently, $K<\tfrac23\cdot\tfrac N2$, with strict inequality. Particular pairs may agree even when $3K\ge N$; the rule concerns all pairs at once.

In Lean this is `two_thirds_rule`, and `multislice_two_thirds_rule` states it for the grid product itself. Their terms read as follows.

- `BandLimited K a` says that the amplitudes `a : ℤ → ℂ` vanish for $|k|>K$. `K` is a beam index, not a wave vector.
- `linearConv` is the ordinary convolution, `cyclicConv N` the cyclic one.
- `ZMod N` holds the array positions, and `valMinAbs` gives each the index of least absolute value, in $(-N/2,N/2]$.
- `gridField` synthesises a field with the phases $e^{2\pi i kx/N}$ and no prefactor. `beamAmplitude` is the discrete Fourier transform with the factor $1/N$.
- `[NeZero N]` means $N\ge1$. The hypothesis `2 * K < N` gives the $2K+1$ beams separate array entries.

In the multislice theorem, `t` and `ψ` denote the beam amplitudes of the transmission function and the wave, whereas textbooks usually use these letters for the real-space fields.

One step to a real simulation that the hypotheses leave open is the truncation. A transmission function $e^{i\sigma V}$, with projected potential $V$ and interaction constant $\sigma$, generally has beams beyond any chosen $K$. The theorem takes the truncated function as given and does not bound the error of truncating it. It also says nothing about the values of product beams outside the band. Removing those beams allows the theorem to be applied to the next slice with the same $K$.

## The grid product as a cyclic convolution

Write the fields as $f_a(x)=\sum_k a(k)e^{2\pi ikx/N}$ and likewise $f_b$. The amplitude of beam $n$ in their product is

$$\frac1N\sum_{x=0}^{N-1}f_a(x)f_b(x)e^{-2\pi inx/N}
=\sum_{k,l}a(k)b(l)\,\frac1N\sum_{x=0}^{N-1}e^{2\pi i(k+l-n)x/N}.$$

If $k+l\equiv n \pmod N$, every term of the inner sum is 1 and the sum is $N$. Otherwise it is a geometric series with ratio $\zeta\ne1$ and $\zeta^N=1$, so it equals $(1-\zeta^N)/(1-\zeta)=0$. What remains is

$$(a\circledast b)(n)=\sum_{j=-K}^{K}a(j)\,b([n-j]),$$

where $[m]$ is the representative of $m$ modulo $N$ in $(-N/2,N/2]$.

## Two shifted copies

Let $|m|<N$ and write $[m]=m-qN$ with an integer $q$. Then $|q|N\le|m|+|[m]|<3N/2$, so $q$ is $-1$, $0$ or $1$, and $[m]$ is one of $m+N$, $m$, $m-N$. The other two differ from $[m]$ by a non-zero multiple of $N$. Their absolute values are at least $N/2>K$, so $b$ vanishes there. Hence

$$b([m])=b(m)+b(m+N)+b(m-N).$$

For $|n|,|j|\le K$ we have $|n-j|\le2K<N$. Setting $m=n-j$, multiplying by $a(j)$ and summing over $j$ gives the aliasing formula

$$(a\circledast b)(n)=(a*b)(n)+(a*b)(n+N)+(a*b)(n-N),\qquad |n|\le K.$$

## When the copies miss the band

A non-zero term of $(a*b)(n)$ needs $|j|\le K$ and $|n-j|\le K$, so $(a*b)(n)=0$ for $|n|>2K$. If $3K<N$ and $|n|\le K$, then $|n\pm N|\ge N-K>2K$. Both copies vanish, and the convolutions agree.

Conversely, let $N\le3K$, and let $a=b$ be a single unit beam at $K$. The exact product is a unit beam at $2K$. On the grid it appears at $2K-N$, where the cyclic convolution is 1 and the ordinary one is 0. Since $-K\le2K-N<0$, this index lies in the band, so agreement fails.

## Nine points against ten

Take $K=3$, with $a(0)=1$, $a(3)=2$, $b(0)=1$, $b(3)=i$ and all other amplitudes zero. The exact product has

$$(a*b)(0)=1,\qquad (a*b)(3)=2+i,\qquad (a*b)(6)=2i.$$

With $N=9$, beam 6 lands on $6-9=-3$, and the band gains a false amplitude $2i$. With $N=10$ it lands on $-4$, just outside the band, and the beams from $-3$ to $3$ are exact.

## Unequal cut-offs

The same argument treats a transmission function cut at $K_t$, a wave cut at $K_\psi$ and a product wanted up to $K_{\rm out}$, all below $N/2$. The product reaches $K_t+K_\psi$, and its nearest copy misses the wanted band exactly when

$$K_t+K_\psi+K_{\rm out}<N.$$

A narrower wave thus leaves room for a wider transmission function. The Lean theorems treat the case of three equal cut-offs.

## The complete Lean source

```lean
import Mathlib

open Finset

namespace MultisliceBandwidth

noncomputable section

/-- The beam amplitudes `a` vanish at every index outside `[-K, K]`. -/
def BandLimited (K : ℕ) (a : ℤ → ℂ) : Prop := ∀ k : ℤ, (K : ℤ) < |k| → a k = 0

/-- Ordinary convolution of two sequences of beam amplitudes, summed over all integers. -/
def linearConv (a b : ℤ → ℂ) (n : ℤ) : ℂ := ∑' j : ℤ, a j * b (n - j)

/-- Cyclic convolution modulo `N`; each residue carries the amplitude of its representative
of least absolute value, as in an FFT array. -/
def cyclicConv (N : ℕ) [NeZero N] (a b : ℤ → ℂ) (n : ZMod N) : ℂ :=
  ∑ x : ZMod N, a x.valMinAbs * b (n - x).valMinAbs

/-- The field on the `N`-point real-space grid synthesised from the beam amplitudes `a k` with
`-N/2 < k ≤ N/2`; amplitudes at other indices are not used. -/
def gridField (N : ℕ) [NeZero N] (a : ℤ → ℂ) (x : ZMod N) : ℂ :=
  ∑ k : ZMod N, a k.valMinAbs * ZMod.stdAddChar (k * x)

/-- The amplitude of beam `n` in a field on the grid, by the discrete Fourier transform. -/
def beamAmplitude (N : ℕ) [NeZero N] (f : ZMod N → ℂ) (n : ZMod N) : ℂ :=
  (N : ℂ)⁻¹ * ∑ x : ZMod N, f x * ZMod.stdAddChar (-(n * x))

/-- A single beam of unit amplitude at the edge `K` of the band. -/
def edgeBeam (K : ℕ) (k : ℤ) : ℂ := if k = K then 1 else 0

variable {N K : ℕ} [NeZero N] {a b : ℤ → ℂ}

/-- If `2K < N`, an index in `[-K, K]` is recovered from its residue modulo `N`. -/
theorem valMinAbs_band (h : 2 * K < N) {j : ℤ} (h1 : -(K : ℤ) ≤ j) (h2 : j ≤ K) :
    (j : ZMod N).valMinAbs = j :=
  (ZMod.valMinAbs_spec _ _).2 ⟨rfl, by omega, by omega⟩

/-- If `2K < N` and `a` is band-limited to `[-K, K]`, the cyclic convolution is a sum over
the beams of that band. -/
theorem cyclicConv_eq_band_sum (h : 2 * K < N) (ha : BandLimited K a) (b : ℤ → ℂ) (n : ℤ) :
    cyclicConv N a b n =
      ∑ j ∈ Icc (-(K : ℤ)) K, a j * b ((n - j : ℤ) : ZMod N).valMinAbs := by
  symm
  unfold cyclicConv
  refine Finset.sum_of_injOn (fun j : ℤ => (j : ZMod N)) ?_ ?_ ?_ ?_
  · intro i hi j hj hij
    have hi' := Finset.mem_Icc.1 (Finset.mem_coe.1 hi)
    have hj' := Finset.mem_Icc.1 (Finset.mem_coe.1 hj)
    exact (valMinAbs_band h hi'.1 hi'.2).symm.trans
      ((congrArg ZMod.valMinAbs hij).trans (valMinAbs_band h hj'.1 hj'.2))
  · intro i _
    exact Finset.mem_coe.2 (Finset.mem_univ _)
  · -- residues outside the band carry no amplitude
    intro x _ hx
    have h0 : a x.valMinAbs = 0 := by
      refine ha _ ?_
      by_contra hc
      exact hx ⟨x.valMinAbs, Finset.mem_coe.2 (Finset.mem_Icc.2 (abs_le.1 (not_lt.1 hc))),
        ZMod.coe_valMinAbs x⟩
    simp only [h0, zero_mul]
  · intro j hj
    have hj' := Finset.mem_Icc.1 hj
    simp only [valMinAbs_band h hj'.1 hj'.2, Int.cast_sub]

/-- If `a` is band-limited to `[-K, K]`, the ordinary convolution is a sum over that band. -/
theorem linearConv_eq_band_sum (ha : BandLimited K a) (b : ℤ → ℂ) (n : ℤ) :
    linearConv a b n = ∑ j ∈ Icc (-(K : ℤ)) K, a j * b (n - j) := by
  refine tsum_eq_sum fun j hj => ?_
  have h0 : a j = 0 := by
    refine ha _ ?_
    by_contra hc
    exact hj (Finset.mem_Icc.2 (abs_le.1 (not_lt.1 hc)))
  rw [h0, zero_mul]

/-- If `2K < N` and `b` is band-limited to `[-K, K]`, the array entry at an index `m` with
`|m| < N` is the sum of the amplitudes at `m`, `m + N` and `m - N`. -/
theorem wrapped_amplitude (h : 2 * K < N) (hb : BandLimited K b) {m : ℤ} (hm : |m| < N) :
    b (m : ZMod N).valMinAbs = b m + b (m + N) + b (m - N) := by
  obtain ⟨h1, h2⟩ := ZMod.valMinAbs_mem_Ioc (m : ZMod N)
  have hd : (N : ℤ) ∣ m - (m : ZMod N).valMinAbs :=
    (ZMod.intCast_eq_intCast_iff_dvd_sub _ _ _).1 (ZMod.coe_valMinAbs _)
  generalize (m : ZMod N).valMinAbs = r at h1 h2 hd ⊢
  obtain ⟨q, hq⟩ := hd
  obtain ⟨m1, m2⟩ := abs_lt.1 hm
  have hN : (0 : ℤ) < N := by omega
  have zero : ∀ k : ℤ, ((N : ℤ) ≤ 2 * k ∨ 2 * k ≤ -N) → b k = 0 := fun k hk =>
    hb k (by rw [lt_abs]; omega)
  -- the index can have been shifted by at most one period
  have q1 : q < 2 := by
    by_contra hc
    nlinarith [not_lt.1 hc]
  have q2 : -2 < q := by
    by_contra hc
    nlinarith [not_lt.1 hc]
  have hcases : q = -1 ∨ q = 0 ∨ q = 1 := by omega
  rcases hcases with rfl | rfl | rfl
  · have hr : r = m + N := by linarith
    rw [hr, zero m (by omega), zero (m - N) (by omega)]
    ring
  · have hr : r = m := by linarith
    rw [hr, zero (m + N) (by omega), zero (m - N) (by omega)]
    ring
  · have hr : r = m - N := by linarith
    rw [hr, zero m (by omega), zero (m + N) (by omega)]
    ring

/-- Aliasing formula: for `2K < N` and sequences band-limited to `[-K, K]`, the cyclic
convolution at an index in the band is the ordinary one plus its values one period away. -/
theorem aliasing_formula (h : 2 * K < N) (ha : BandLimited K a) (hb : BandLimited K b)
    {n : ℤ} (hn : |n| ≤ K) :
    cyclicConv N a b n =
      linearConv a b n + linearConv a b (n + N) + linearConv a b (n - N) := by
  rw [cyclicConv_eq_band_sum h ha, linearConv_eq_band_sum ha b n,
    linearConv_eq_band_sum ha b (n + N), linearConv_eq_band_sum ha b (n - N),
    ← Finset.sum_add_distrib, ← Finset.sum_add_distrib]
  refine Finset.sum_congr rfl fun j hj => ?_
  have hj' := Finset.mem_Icc.1 hj
  have hn' := abs_le.1 hn
  rw [wrapped_amplitude h hb (abs_lt.2 ⟨by omega, by omega⟩),
    show n + N - j = n - j + N by ring, show n - N - j = n - j - N by ring]
  ring

/-- The ordinary convolution of two sequences band-limited to `[-K, K]` vanishes
outside `[-2K, 2K]`. -/
theorem linearConv_eq_zero (ha : BandLimited K a) (hb : BandLimited K b) {n : ℤ}
    (hn : 2 * (K : ℤ) < |n|) : linearConv a b n = 0 := by
  rw [linearConv_eq_band_sum ha]
  refine Finset.sum_eq_zero fun j hj => ?_
  have hj' := Finset.mem_Icc.1 hj
  rw [lt_abs] at hn
  rw [hb (n - j) (by rw [lt_abs]; omega), mul_zero]

/-- If `2K < N`, two unit beams at the band edge `K` give the value one at index `2K - N` in
the cyclic convolution and zero in the ordinary one. -/
theorem edgeBeam_alias (h : 2 * K < N) :
    cyclicConv N (edgeBeam K) (edgeBeam K) ((2 * K - N : ℤ) : ZMod N) = 1 ∧
      linearConv (edgeBeam K) (edgeBeam K) (2 * K - N) = 0 := by
  have he : BandLimited K (edgeBeam K) := by
    intro k hk
    rw [lt_abs] at hk
    exact if_neg (by omega)
  constructor
  · have hw : ((2 * K - N - K : ℤ) : ZMod N).valMinAbs = K := by
      refine (ZMod.valMinAbs_spec _ _).2 ⟨?_, by omega, by omega⟩
      push_cast
      rw [ZMod.natCast_self]
      ring
    rw [cyclicConv_eq_band_sum h he, Finset.sum_eq_single (K : ℤ)]
    · rw [hw]
      simp [edgeBeam]
    · intro j _ hj
      simp [edgeBeam, hj]
    · intro hK
      exact absurd (Finset.mem_Icc.2 ⟨by omega, le_refl _⟩) hK
  · rw [linearConv_eq_band_sum he]
    refine Finset.sum_eq_zero fun j _ => ?_
    by_cases hj : j = K
    · have h0 : edgeBeam K (2 * K - N - j) = 0 := if_neg (by omega)
      rw [h0, mul_zero]
    · have h0 : edgeBeam K j = 0 := if_neg hj
      rw [h0, zero_mul]

/-- Two-thirds rule: for `2K < N`, cyclic and ordinary convolution agree on `[-K, K]` for all
sequences band-limited to `[-K, K]` if and only if `3K < N`. -/
theorem two_thirds_rule (h : 2 * K < N) :
    (∀ a b : ℤ → ℂ, BandLimited K a → BandLimited K b → ∀ n : ℤ, |n| ≤ K →
      cyclicConv N a b n = linearConv a b n) ↔ 3 * K < N := by
  constructor
  · intro H
    by_contra hc
    have he : BandLimited K (edgeBeam K) := by
      intro k hk
      rw [lt_abs] at hk
      exact if_neg (by omega)
    -- the wrapped beam `2K - N` falls inside the band
    have key := H _ _ he he (2 * K - N) (abs_le.2 ⟨by omega, by omega⟩)
    rw [(edgeBeam_alias h).1, (edgeBeam_alias h).2] at key
    exact one_ne_zero key
  · intro h3 a b ha hb n hn
    have hn' := abs_le.1 hn
    rw [aliasing_formula h ha hb hn,
      linearConv_eq_zero ha hb (n := n + N) (by rw [lt_abs]; omega),
      linearConv_eq_zero ha hb (n := n - N) (by rw [lt_abs]; omega), add_zero, add_zero]

/-- Multiplying two fields point by point on the grid convolves their beam amplitudes
cyclically. -/
theorem beamAmplitude_mul (a b : ℤ → ℂ) (n : ZMod N) :
    beamAmplitude N (fun x => gridField N a x * gridField N b x) n = cyclicConv N a b n := by
  -- orthogonality of the plane waves on the grid
  have orth : ∀ k l : ZMod N, ∑ x : ZMod N, (ZMod.stdAddChar (k * x) : ℂ) *
      ZMod.stdAddChar (l * x) * ZMod.stdAddChar (-(n * x)) =
      if l = n - k then (N : ℂ) else 0 := by
    intro k l
    have e : ∀ x : ZMod N, (ZMod.stdAddChar (k * x) : ℂ) * ZMod.stdAddChar (l * x) *
        ZMod.stdAddChar (-(n * x)) = ZMod.stdAddChar (x * (k + l - n)) := by
      intro x
      rw [← AddChar.map_add_eq_mul, ← AddChar.map_add_eq_mul]
      congr 1
      ring
    rw [Finset.sum_congr rfl fun x _ => e x,
      AddChar.sum_mulShift (k + l - n) (ZMod.isPrimitive_stdAddChar N), ZMod.card]
    by_cases hl : l = n - k
    · have h0 : k + l - n = 0 := by rw [hl]; ring
      simp only [if_pos h0, if_pos hl]
    · have h0 : k + l - n ≠ 0 := fun h0 => hl (by linear_combination h0)
      simp only [if_neg h0, if_neg hl, Nat.cast_zero]
  have expand : ∑ x : ZMod N, gridField N a x * gridField N b x *
      ZMod.stdAddChar (-(n * x)) = ∑ k : ZMod N, ∑ l : ZMod N,
        a k.valMinAbs * b l.valMinAbs * ∑ x : ZMod N, (ZMod.stdAddChar (k * x) : ℂ) *
          ZMod.stdAddChar (l * x) * ZMod.stdAddChar (-(n * x)) := by
    unfold gridField
    simp_rw [Finset.sum_mul_sum, Finset.sum_mul, Finset.mul_sum]
    refine Finset.sum_comm.trans (Finset.sum_congr rfl fun k _ => ?_)
    refine Finset.sum_comm.trans
      (Finset.sum_congr rfl fun l _ => Finset.sum_congr rfl fun x _ => ?_)
    ring
  have hN : (N : ℂ) ≠ 0 := Nat.cast_ne_zero.2 (NeZero.ne N)
  unfold beamAmplitude cyclicConv
  rw [expand]
  simp only [orth, mul_ite, mul_zero, Finset.sum_ite_eq', Finset.mem_univ, if_true]
  rw [← Finset.sum_mul, mul_comm, mul_assoc, mul_inv_cancel₀ hN, mul_one]

/-- Multislice form: for `2K < N`, the grid product of every transmission function `t` and wave
`ψ` band-limited to `[-K, K]` has the exact beam amplitudes in that band if and only if
`3K < N`. -/
theorem multislice_two_thirds_rule (h : 2 * K < N) :
    (∀ t ψ : ℤ → ℂ, BandLimited K t → BandLimited K ψ → ∀ n : ℤ, |n| ≤ K →
      beamAmplitude N (fun x => gridField N t x * gridField N ψ x) n = linearConv t ψ n) ↔
      3 * K < N := by
  simp only [beamAmplitude_mul]
  exact two_thirds_rule h

end

end MultisliceBandwidth
```

```lean
#print axioms MultisliceBandwidth.two_thirds_rule
#print axioms MultisliceBandwidth.multislice_two_thirds_rule
```

```
'MultisliceBandwidth.two_thirds_rule' depends on axioms: [propext, Classical.choice, Quot.sound]
'MultisliceBandwidth.multislice_two_thirds_rule' depends on axioms: [propext, Classical.choice, Quot.sound]
```

## From residues to the two theorems

`valMinAbs_band` recovers a band index from its residue. `cyclicConv_eq_band_sum` uses this to replace the sum over `ZMod N` by one over $[-K,K]$: `Finset.sum_of_injOn` needs the map from band indices to residues to be injective, and the remaining residues to contribute zero. `linearConv_eq_band_sum` reduces the infinite sum to the same band through `tsum_eq_sum`.

`wrapped_amplitude` is the three-term identity for $b([m])$. Divisibility by $N$ supplies the integer `q`, two `nlinarith` calls confine it to $-1,0,1$, and `rcases` separates the cases. In each, the local fact `zero` removes the two amplitudes outside the band. `aliasing_formula` writes all four convolutions as band sums and applies this identity term by term.

`linearConv_eq_zero` gives the $2K$ limit on the exact product. `edgeBeam_alias` evaluates the counter-example: `Finset.sum_eq_single` keeps only the term $j=K$ of the cyclic sum, while every term of the ordinary sum vanishes.

In `two_thirds_rule`, the forward direction assumes that $3K<N$ fails and applies the supposed agreement to two edge beams, which yields $1=0$. The reverse direction rewrites with the aliasing formula and removes both copies; `omega` checks the index inequalities.

`beamAmplitude_mul` is the Fourier calculation. Its step `orth` combines the three phases into one and evaluates their sum with `AddChar.sum_mulShift`, which plays the part of the geometric series. The step `expand` exchanges the finite sums, and the factor $N$ then cancels $1/N$. With this identity, `multislice_two_thirds_rule` reduces to `two_thirds_rule`.
